# Nesterov's method with step 1/L has energy error at most 2L‖x₀ − x*‖²/(k+1)² after k ≥ 1 steps on a convex energy with L-Lipschitz gradient

## The energy, its gradient and the curvature bound

The configurations form a real Hilbert space \(V\), with inner product \(\langle\cdot,\cdot\rangle\) and norm \(\|\cdot\|\). The space \(\mathbb{R}^n\) with its Euclidean inner product is the case of \(n\) real coordinates; no finite dimension is assumed.

```lean
import Mathlib

noncomputable section

namespace NesterovAcceleration

variable {V : Type*} [NormedAddCommGroup V] [InnerProductSpace ℝ V] [CompleteSpace V]
```

The energy is a function \(E:V\to\mathbb{R}\), and \(g(x)\) is its gradient at \(x\), so that \(-g(x)\) is the force. Four conditions are imposed:

- \(L>0\);
- \(E\) is convex on all of \(V\);
- \(g(x)\) is the gradient of \(E\) at every \(x\);
- \(\|g(x)-g(y)\|\le L\|x-y\|\) for all \(x,y\).

The constant \(L\) is an upper bound on how fast the force can change with position. For a convex harmonic energy in finitely many coordinates, any \(L>0\) at or above the largest eigenvalue of the Hessian (the matrix of force constants) will do. It has the units of energy over length squared, and the method needs its value because it sets the step.

In Lean the conditions are the four fields of `SmoothConvex E g L`. They are assumptions about the energy, to be verified for each application.

```lean
/-- A convex energy `E` with gradient `g` that is Lipschitz with constant `L > 0`. -/
structure SmoothConvex (E : V → ℝ) (g : V → V) (L : ℝ) : Prop where
  pos : 0 < L
  convex : ConvexOn ℝ Set.univ E
  grad : ∀ x, HasGradientAt E (g x) x
  lipschitz : ∀ x y, ‖g x - g y‖ ≤ L * ‖x - y‖
```

## Weights and iteration

The momentum is governed by a sequence of weights,
\[
t_0=0,\qquad t_{k+1}=\frac{1+\sqrt{1+4t_k^2}}{2}.
\]
Starting from \(t_0=0\) gives the usual first weight \(t_1=1\) and lets the energy estimate below begin at step zero.

```lean
/-- Nesterov's weights: `t 0 = 0` and `t (k+1) = (1 + √(1 + 4 (t k)²)) / 2`. -/
def t : ℕ → ℝ
  | 0 => 0
  | k + 1 => (1 + √(1 + 4 * t k ^ 2)) / 2
```

The method carries two points, the iterate \(x_k\) and an extrapolated point \(y_k\), with \(y_0=x_0\). One step is
\[
x_{k+1}=y_k-\frac1L\,g(y_k),\qquad
y_{k+1}=x_{k+1}+\frac{t_{k+1}-1}{t_{k+2}}\,(x_{k+1}-x_k).
\]
The gradient is evaluated at \(y_k\), not at \(x_k\). Since \(t_1=1\), the first momentum term vanishes and \(y_1=x_1\). In Lean, `state` holds the pair \((x_k,y_k)\).

```lean
/-- The pair of iterate and extrapolated point after `k` steps from `x₀`: a gradient step with
factor `1/L` from the extrapolated point, then a momentum step. -/
def state (g : V → V) (L : ℝ) (x₀ : V) : ℕ → V × V
  | 0 => (x₀, x₀)
  | k + 1 =>
    let s := state g L x₀ k
    let x' := s.2 - (1 / L) • g s.2
    (x', x' + ((t (k + 1) - 1) / t (k + 2)) • (x' - s.1))
```

Its first component is \(x_k\).

```lean
/-- The iterate `x_k` of Nesterov's method. -/
def iterate (g : V → V) (L : ℝ) (x₀ : V) (k : ℕ) : V := (state g L x₀ k).1
```

Its second component is \(y_k\).

```lean
/-- The extrapolated point from which the iterate `x_(k+1)` is computed. -/
def lookahead (g : V → V) (L : ℝ) (x₀ : V) (k : ℕ) : V := (state g L x₀ k).2
```

Fix any reference point \(z\in V\), which need not be a minimiser. The proof follows the quantity
\[
\Phi_k=t_k^2\,\bigl(E(x_k)-E(z)\bigr)+\frac L2\|u_k\|^2,\qquad
u_k=t_{k+1}y_k-(t_{k+1}-1)x_k-z .
\]
The first term is an energy difference with a growing weight, and the second is a squared distance multiplied by \(L/2\), which gives it the units of energy. If \(\Phi_k\) never increases, the growth of \(t_k^2\) forces the energy difference down.

```lean
/-- The Lyapunov function: weighted energy difference to `z` plus `L/2` times a squared distance. -/
def lyapunov (E : V → ℝ) (g : V → V) (L : ℝ) (x₀ z : V) (k : ℕ) : ℝ :=
  t k ^ 2 * (E (iterate g L x₀ k) - E z) + L / 2 *
    ‖t (k + 1) • lookahead g L x₀ k - (t (k + 1) - 1) • iterate g L x₀ k - z‖ ^ 2
```

## The weights grow linearly

Inserting \(t_0=0\) gives \(t_1=(1+1)/2=1\).

```lean
/-- The first weight is one. -/
theorem t_one : t 1 = 1 := by
  norm_num [t]
```

By definition \(2t_{k+1}-1=\sqrt{1+4t_k^2}\). Squaring gives \(4t_{k+1}^2-4t_{k+1}+1=1+4t_k^2\), hence
\[
t_{k+1}^2-t_{k+1}=t_k^2 .
\]
The Lean proof takes the squared square root as its one input and divides by 4.

```lean
/-- Successive weights satisfy `t_(k+1)² - t_(k+1) = t_k²`. -/
theorem t_recurrence (k : ℕ) : t (k + 1) ^ 2 - t (k + 1) = t k ^ 2 := by
  have hs := Real.sq_sqrt (show 0 ≤ 1 + 4 * t k ^ 2 by positivity)
  rw [t]
  linear_combination hs / 4
```

Because \(\sqrt{1+4t_k^2}\ge 2t_k\), each weight exceeds its predecessor by at least one half: \(t_{k+1}\ge t_k+\tfrac12\). Induction from \(t_1=1\) yields
\[
t_k\ge\frac{k+1}{2}\qquad(k\ge1).
\]

```lean
/-- The weights grow at least linearly: `t_k ≥ (k+1)/2` for `k ≥ 1`. -/
theorem t_growth (k : ℕ) (hk : 1 ≤ k) : ((k : ℝ) + 1) / 2 ≤ t k := by
  induction k, hk using Nat.le_induction with
  | base => rw [t_one]; norm_num
  | succ n hn ih =>
    have h1 : |2 * t n| ≤ √(1 + 4 * t n ^ 2) := Real.abs_le_sqrt (by nlinarith)
    have h2 := le_abs_self (2 * t n)
    rw [t]
    push_cast
    linarith
```

## What one gradient step achieves

Along the line \(r\mapsto x+rv\), the chain rule gives
\[
\frac{d}{dr}E(x+rv)\Big|_{r=s}=\langle g(x+sv),v\rangle .
\]

```lean
/-- The derivative of the energy along `r ↦ x + r • v` is the inner product of the gradient with
`v`. -/
theorem hasDerivAt_line {E : V → ℝ} {g : V → V} {L : ℝ} (h : SmoothConvex E g L)
    (x v : V) (s : ℝ) :
    HasDerivAt (fun r : ℝ => E (x + r • v)) (inner ℝ (g (x + s • v)) v) s := by
  have h1 : HasDerivAt (fun r : ℝ => x + r • v) v s :=
    (((hasDerivAt_id s).smul_const v).const_add x).congr_deriv (one_smul ℝ v)
  have h2 := (h.grad (x + s • v)).hasFDerivAt.comp_hasDerivAt s h1
  exact h2.congr_deriv (by rfl)
```

Two bounds follow from this slope. For the upper one, set
\[
F(r)=E(y+rv)-r\langle g(y),v\rangle-\frac L2r^2\|v\|^2 .
\]
For \(s\ge0\), the Cauchy–Schwarz inequality and the Lipschitz condition give
\[
F'(s)=\langle g(y+sv)-g(y),v\rangle-Ls\|v\|^2\le0 .
\]
The mean value theorem provides \(c\in(0,1)\) with \(F(1)-F(0)=F'(c)\le0\), which is
\[
E(y+v)\le E(y)+\langle g(y),v\rangle+\frac L2\|v\|^2 .
\]

For the lower one, convexity gives, for \(0<s<1\),
\[
\frac{E(y+s(z-y))-E(y)}{s}\le E(z)-E(y),
\]
and letting \(s\to0^+\) gives \(\langle g(y),z-y\rangle\le E(z)-E(y)\).

Now put \(v=-g(y)/L\) in the upper bound. The linear term contributes \(-\|g(y)\|^2/L\) and the quadratic term \(+\|g(y)\|^2/(2L)\). Replacing \(E(y)\) by means of the lower bound leaves
\[
E\!\left(y-\tfrac1Lg(y)\right)\le E(z)+\langle g(y),y-z\rangle-\frac{\|g(y)\|^2}{2L}.
\]
In the code the two bounds appear as `upper` and `lower`, and the last lines combine them.

```lean
/-- A gradient step with factor `1/L` from `y` reaches an energy bounded relative to that of any
reference point `z`. -/
theorem gradient_step {E : V → ℝ} {g : V → V} {L : ℝ} (h : SmoothConvex E g L) (y z : V) :
    E (y - (1 / L) • g y) ≤ E z + inner ℝ (g y) (y - z) - ‖g y‖ ^ 2 / (2 * L) := by
  have hL := h.pos
  -- quadratic upper bound, from the mean value theorem along a line
  have upper : ∀ v : V, E (y + v) ≤ E y + inner ℝ (g y) v + L / 2 * ‖v‖ ^ 2 := by
    intro v
    have hF : ∀ s : ℝ, HasDerivAt
        (fun r : ℝ => E (y + r • v) - r * inner ℝ (g y) v - r * r * (L / 2 * ‖v‖ ^ 2))
        (inner ℝ (g (y + s • v)) v - inner ℝ (g y) v - L * s * ‖v‖ ^ 2) s := fun s =>
      (((hasDerivAt_line h y v s).fun_sub ((hasDerivAt_id' s).mul_const _)).fun_sub
        (((hasDerivAt_id' s).fun_mul (hasDerivAt_id' s)).mul_const _)).congr_deriv (by ring)
    obtain ⟨c, hc, he⟩ := exists_hasDerivAt_eq_slope _ _ (zero_lt_one : (0 : ℝ) < 1)
      (fun s _ => (hF s).continuousAt.continuousWithinAt) (fun s _ => hF s)
    simp only [one_smul, zero_smul, add_zero, sub_zero, div_one] at he
    have h1 := h.lipschitz (y + c • v) y
    rw [add_sub_cancel_left, norm_smul, Real.norm_of_nonneg hc.1.le] at h1
    have h2 := real_inner_le_norm (g (y + c • v) - g y) v
    rw [inner_sub_left] at h2
    have h3 := mul_le_mul_of_nonneg_right h1 (norm_nonneg v)
    linarith
  -- tangent lower bound, from convexity
  have lower : inner ℝ (g y) (z - y) ≤ E z - E y := by
    have hd := hasDerivAt_line h y (z - y) 0
    simp only [zero_smul, add_zero] at hd
    refine le_of_tendsto hd.tendsto_slope_zero_right ?_
    filter_upwards [Ioo_mem_nhdsGT (zero_lt_one : (0 : ℝ) < 1)] with s hs
    have hc := h.convex.2 (Set.mem_univ y) (Set.mem_univ z) (sub_nonneg.2 hs.2.le) hs.1.le
      (by ring)
    rw [show (1 - s) • y + s • z = y + s • (z - y) by module] at hc
    simp only [smul_eq_mul] at hc
    simp only [zero_add, zero_smul, add_zero, smul_eq_mul]
    rw [inv_mul_le_iff₀ hs.1]
    linarith
  have h1 := upper ((-(1 / L)) • g y)
  rw [show y + (-(1 / L)) • g y = y - (1 / L) • g y by module, inner_smul_right,
    real_inner_self_eq_norm_sq, norm_smul, mul_pow, Real.norm_eq_abs, sq_abs] at h1
  have h2 : inner ℝ (g y) (y - z) = -inner ℝ (g y) (z - y) := by
    rw [← inner_neg_right, neg_sub]
  have h3 : ∀ N : ℝ, -(1 / L) * N + L / 2 * ((-(1 / L)) ^ 2 * N) = -(N / (2 * L)) := by
    intro N
    field_simp
    ring
  linarith [h3 (‖g y‖ ^ 2)]
```

## The Lyapunov function never increases

Write \(T=t_{k+1}\), \(T'=t_{k+2}\), \(x=x_k\), \(y=y_k\), \(g=g(y_k)\) and \(x^+=x_{k+1}=y-g/L\). Multiplying the momentum step by \(T'\), which is positive, gives \(T'y_{k+1}=T'x^++(T-1)(x^+-x)\). Therefore
\[
u_{k+1}=Tx^+-(T-1)x-z=u_k-\frac TL\,g .
\]
The auxiliary vector thus moves by a pure gradient step, and expanding the square gives
\[
\frac L2\|u_{k+1}\|^2=\frac L2\|u_k\|^2-T\langle g,u_k\rangle+\frac{T^2}{2L}\|g\|^2,
\]
where \(\langle g,u_k\rangle=(T-1)\langle g,y-x\rangle+\langle g,y-z\rangle\).

The gradient-step inequality is used twice: with reference point \(x\) and weight \(T(T-1)\), and with reference point \(z\) and weight \(T\). Both weights are nonnegative because \(T\ge1\). Their sum is
\[
T^2\bigl(E(x^+)-E(z)\bigr)-(T^2-T)\bigl(E(x)-E(z)\bigr)\le T\langle g,u_k\rangle-\frac{T^2}{2L}\|g\|^2 .
\]
Since \(T^2-T=t_k^2\), adding the expansion of \(\|u_{k+1}\|^2\) cancels every gradient term and leaves \(\Phi_{k+1}\le\Phi_k\).

The Lean proof follows the same order. After the definitions are unfolded, `generalize` replaces the iterates and weights by free variables, and `hA` and `hB` are the two weighted inequalities.

```lean
/-- The Lyapunov function never increases along Nesterov's iteration. -/
theorem lyapunov_step {E : V → ℝ} {g : V → V} {L : ℝ} (h : SmoothConvex E g L)
    (x₀ z : V) (k : ℕ) : lyapunov E g L x₀ z (k + 1) ≤ lyapunov E g L x₀ z k := by
  have hL := h.pos
  have hT : 1 ≤ t (k + 1) := by
    have := t_growth (k + 1) (by omega)
    push_cast at this
    linarith [(Nat.cast_nonneg k : (0 : ℝ) ≤ k)]
  have hT2 : t (k + 1 + 1) ≠ 0 := by
    have := t_growth (k + 1 + 1) (by omega)
    have h0 : (0 : ℝ) < (((k + 1 + 1 : ℕ) : ℝ) + 1) / 2 := by positivity
    exact (h0.trans_le this).ne'
  have hx : iterate g L x₀ (k + 1) =
      lookahead g L x₀ k - (1 / L) • g (lookahead g L x₀ k) := rfl
  have hy : lookahead g L x₀ (k + 1) = iterate g L x₀ (k + 1) +
      ((t (k + 1) - 1) / t (k + 1 + 1)) • (iterate g L x₀ (k + 1) - iterate g L x₀ k) := rfl
  unfold lyapunov
  rw [hy, smul_add, smul_smul, mul_div_cancel₀ _ hT2, hx, ← t_recurrence k]
  generalize lookahead g L x₀ k = y
  generalize iterate g L x₀ k = x
  generalize t (k + 1 + 1) = T' at *
  generalize t (k + 1) = T at *
  -- the auxiliary vector moves by a multiple of the gradient
  rw [show T' • (y - (1 / L) • g y) + (T - 1) • (y - (1 / L) • g y - x)
      - (T' - 1) • (y - (1 / L) • g y) - z
      = (T • y - (T - 1) • x - z) - (T / L) • g y by module,
    norm_sub_sq_real, inner_smul_right, norm_smul, mul_pow, Real.norm_eq_abs, sq_abs,
    real_inner_comm (g y) (T • y - (T - 1) • x - z)]
  have hin : inner ℝ (g y) (T • y - (T - 1) • x - z) =
      (T - 1) * inner ℝ (g y) (y - x) + inner ℝ (g y) (y - z) := by
    simp only [inner_sub_right, inner_smul_right]
    ring
  have hq : ∀ U I N : ℝ, L / 2 * (U - 2 * (T / L * I) + (T / L) ^ 2 * N) =
      L / 2 * U - T * I + T ^ 2 * (N / (2 * L)) := by
    intro U I N
    field_simp
  rw [hq, hin]
  -- compare with the old iterate and with `z`, weighted by `T (T - 1)` and `T`
  have hA := mul_le_mul_of_nonneg_left (gradient_step h y x)
    (mul_nonneg (by linarith : 0 ≤ T) (sub_nonneg.2 hT))
  have hB := mul_le_mul_of_nonneg_left (gradient_step h y z) (by linarith : 0 ≤ T)
  linarith
```

## The rate

At the start \(t_0=0\), \(t_1=1\) and \(y_0=x_0\), so \(\Phi_0=\frac L2\|x_0-z\|^2\). Monotonicity, with the squared distance in \(\Phi_k\) discarded, gives
\[
t_k^2\,\bigl(E(x_k)-E(z)\bigr)\le\frac L2\|x_0-z\|^2 .
\]
If the energy difference is negative or zero, the claimed bound is immediate. Otherwise \(t_k^2\ge(k+1)^2/4\) for \(k\ge1\), and
\[
E(x_k)-E(z)\le\frac{2L\|x_0-z\|^2}{(k+1)^2}.
\]
The theorem `nesterov_rate` states this for every starting point, every reference point \(z\) and every \(k\ge1\), whether or not \(E\) has a minimiser.

```lean
/-- Nesterov's rate against any reference point `z`:
`E(x_k) - E(z) ≤ 2 L ‖x₀ - z‖² / (k+1)²` for `k ≥ 1`. -/
theorem nesterov_rate {E : V → ℝ} {g : V → V} {L : ℝ} (h : SmoothConvex E g L)
    (x₀ z : V) (k : ℕ) (hk : 1 ≤ k) :
    E (iterate g L x₀ k) - E z ≤ 2 * L * ‖x₀ - z‖ ^ 2 / ((k : ℝ) + 1) ^ 2 := by
  have hL := h.pos
  have h0 : lyapunov E g L x₀ z 0 = L / 2 * ‖x₀ - z‖ ^ 2 := by
    have ht : t 0 = 0 := rfl
    simp [lyapunov, iterate, lookahead, state, ht, t_one]
  have h1 := antitone_nat_of_succ_le (lyapunov_step h x₀ z) (Nat.zero_le k)
  rw [h0] at h1
  have h2 : t k ^ 2 * (E (iterate g L x₀ k) - E z) ≤ L / 2 * ‖x₀ - z‖ ^ 2 :=
    le_trans (le_add_of_nonneg_right (by positivity)) h1
  have h3 := pow_le_pow_left₀ (by positivity) (t_growth k hk) 2
  rw [le_div_iff₀ (by positivity)]
  rcases le_total (E (iterate g L x₀ k) - E z) 0 with hD | hD
  · exact (mul_nonpos_of_nonpos_of_nonneg hD (by positivity)).trans (by positivity)
  · have h4 := mul_le_mul_of_nonneg_right h3 hD
    linarith
```

If \(x^*\) is a minimiser, called `xm` in the code and specified by `hmin`, then setting \(z=x^*\) turns the difference into a true energy error, which is also nonnegative:
\[
0\le E(x_k)-E(x^*)\le\frac{2L\|x_0-x^*\|^2}{(k+1)^2}.
\]
The statement concerns energies only. It does not say that \(E(x_k)\) falls at every step, or that the points \(x_k\) converge. It also takes gradients and arithmetic to be exact, so noise in the forces is not covered.

For structure relaxation, the bound applies to a harmonic model whose Hessian has no negative eigenvalues, given a known upper bound \(L>0\) on those eigenvalues. A general potential energy surface with several separate minima is not convex and does not satisfy the hypotheses.

```lean
/-- At a minimiser `xm` the energy error of Nesterov's method is nonnegative and at most
`2 L ‖x₀ - xm‖² / (k+1)²` for `k ≥ 1`. -/
theorem nesterov_rate_minimiser {E : V → ℝ} {g : V → V} {L : ℝ} (h : SmoothConvex E g L)
    (x₀ xm : V) (hmin : ∀ x, E xm ≤ E x) (k : ℕ) (hk : 1 ≤ k) :
    0 ≤ E (iterate g L x₀ k) - E xm ∧
      E (iterate g L x₀ k) - E xm ≤ 2 * L * ‖x₀ - xm‖ ^ 2 / ((k : ℝ) + 1) ^ 2 :=
  ⟨sub_nonneg.2 (hmin _), nesterov_rate h x₀ xm k hk⟩
```

## Steps sufficient for a given accuracy

Let \(\varepsilon>0\) be the energy tolerance. The right-hand side of the rate is at most \(\varepsilon\) when \((k+1)^2\ge 2L\|x_0-z\|^2/\varepsilon\), that is, when
\[
k+1\ge\sqrt{\frac{2L}{\varepsilon}}\;\|x_0-z\| .
\]
For every \(k\ge1\) satisfying this, \(E(x_k)\le E(z)+\varepsilon\). Reducing the tolerance by a factor of 100 therefore raises this sufficient value of \(k+1\) by a factor of 10. The condition is sufficient only, and a particular energy may reach the tolerance sooner. The Lean proof squares the hypothesis `hsteps` and applies `nesterov_rate`.

```lean
/-- Once `k + 1 ≥ √(2L/ε) ‖x₀ - z‖`, with `k ≥ 1`, the energy exceeds that of `z` by at
most `ε`. -/
theorem steps_for_accuracy {E : V → ℝ} {g : V → V} {L : ℝ} (h : SmoothConvex E g L)
    (x₀ z : V) {ε : ℝ} (hε : 0 < ε) (k : ℕ) (hk : 1 ≤ k)
    (hsteps : √(2 * L / ε) * ‖x₀ - z‖ ≤ (k : ℝ) + 1) :
    E (iterate g L x₀ k) ≤ E z + ε := by
  have hL := h.pos
  have h1 := pow_le_pow_left₀ (by positivity) hsteps 2
  rw [mul_pow, Real.sq_sqrt (by positivity), div_mul_eq_mul_div, div_le_iff₀ hε] at h1
  have h2 : 2 * L * ‖x₀ - z‖ ^ 2 / ((k : ℝ) + 1) ^ 2 ≤ ε := by
    rw [div_le_iff₀ (by positivity)]
    linarith
  linarith [nesterov_rate h x₀ z k hk]

end NesterovAcceleration
```

```lean
#print axioms NesterovAcceleration.nesterov_rate_minimiser
-- 'NesterovAcceleration.nesterov_rate_minimiser' depends on axioms: [propext, Classical.choice, Quot.sound]
#print axioms NesterovAcceleration.steps_for_accuracy
-- 'NesterovAcceleration.steps_for_accuracy' depends on axioms: [propext, Classical.choice, Quot.sound]
```
